# A bound on the pair density matrix of two commuting hard-core pair levels

I have to choose what a pair level is before I can state my claim. I could build P = a↓a↑ from the fermion annihilators of one spatial orbital, but I would rather keep only the algebra that P obeys when the orbital is empty or doubly occupied. With Q = P†P, two such levels p and q whose operators commute, and any state x, I believe that

|⟨x, P_p†P_q x⟩|² ≤ ⟨x, Q_p(1−Q_q) x⟩ ⟨x, Q_q(1−Q_p) x⟩.

Physically, a pair hops from q to p only if q is full and p is empty. Can this be made rigorous and checked in Lean?

## Pair levels as an operator algebra

The algebra is enough. Let V be a complex inner-product space. A level is a pair of linear maps P, P† on V with

⟨P†x, y⟩ = ⟨x, Py⟩,  P² = 0,  P†P + PP† = 1.

The second relation is the Pauli principle for pairs. The third says that the level is empty or holds a pair, so a singly occupied orbital is excluded. This restriction to seniority zero in the two levels is assumed and not derived from fermion operators. Between levels only [P_p, P_q] = 0 and [P_p†, P_q] = 0 are assumed, as holds for fermion pairs in two orthogonal spatial orbitals.

## From the hop operator to Cauchy–Schwarz

For one level, PP† = 1 − Q. Since ⟨P†P†x, v⟩ = ⟨x, PPv⟩ = 0 for every v, P†² = 0. Hence

P†PP† = P†(1 − P†P) = P†,  PP†P = (1 − P†P)P = P.

Moving operators across the inner product turns the assumed commutators into [P_p†, P_q†] = 0 and [P_p, P_q†] = 0. Put A = P_p†P_q, so that A† = P_q†P_p. Collecting the operators of each level gives

AA† = (P_p†P_p)(P_qP_q†) = Q_p(1−Q_q),

A†A = (P_q†P_q)(P_pP_p†) = Q_q(1−Q_p),

AA†A = (P_p†P_pP_p†)(P_qP_q†P_q) = A.

The last identity lets the bra x be replaced by AA†x, for every y:

⟨AA†x, Ay⟩ = ⟨A†x, A†Ay⟩ = ⟨x, AA†Ay⟩ = ⟨x, Ay⟩.

Taking y = A†x gives ‖AA†x‖² = ⟨x, AA†x⟩. Taking y = x and applying Cauchy–Schwarz gives

|⟨x, Ax⟩|² ≤ ‖AA†x‖² ‖Ax‖² = ⟨x, AA†x⟩ ⟨x, A†Ax⟩,

which is your inequality. A corollary follows because Q_p and Q_q commute:

Q_p(1−Q_q) + Q_q(1−Q_p) + Q_pQ_q + (1−Q_p)(1−Q_q) = 1.

Each term has the form B†B, with expectation ‖Bx‖² ≥ 0. For a = ‖A†x‖² and b = ‖Ax‖² this gives a + b ≤ ‖x‖². Then ab ≤ (a+b)²/4 yields |⟨x, Ax⟩| ≤ ‖x‖²/2, which is 1/2 for a normalised state.

## The Lean file

```lean
import Mathlib

open scoped InnerProductSpace ComplexConjugate

namespace PairDensityBound

noncomputable section

variable {V : Type*} [NormedAddCommGroup V] [InnerProductSpace ℂ V]

/-- `B` is the adjoint of `A`: `⟨B x, y⟩ = ⟨x, A y⟩` for all states. -/
def IsAdj (A B : Module.End ℂ V) : Prop := ∀ x y, ⟪B x, y⟫_ℂ = ⟪x, A y⟫_ℂ

/-- A hard-core pair level: an annihilator `P` and its adjoint `P†` with `P² = 0`
and `P†P + PP† = 1`. -/
structure HardCorePair (V : Type*) [NormedAddCommGroup V] [InnerProductSpace ℂ V] where
  ann : Module.End ℂ V
  cre : Module.End ℂ V
  adj : IsAdj ann cre
  ann_sq : ann * ann = 0
  anticomm : cre * ann + ann * cre = 1

/-- The pair occupation operator `Q = P†P`. -/
def occ (p : HardCorePair V) : Module.End ℂ V := p.cre * p.ann

/-- The pair hopping operator `P_p† P_q`. -/
def hop (p q : HardCorePair V) : Module.End ℂ V := p.cre * q.ann

/-- Both `P_p` and `P_p†` commute with `P_q`. -/
def Commuting (p q : HardCorePair V) : Prop := Commute p.ann q.ann ∧ Commute p.cre q.ann

/-- If `B` is the adjoint of `A`, then `A` is the adjoint of `B`. -/
theorem IsAdj.symm {A B : Module.End ℂ V} (h : IsAdj A B) : IsAdj B A := by
  intro x y
  rw [← inner_conj_symm (A x) y, ← h y x, inner_conj_symm]

/-- The real part of the expectation value of `A†A` in `x` is `‖A x‖²`. -/
theorem expect_adj_mul {A B : Module.End ℂ V} (h : IsAdj A B) (x : V) :
    (⟪x, (B * A) x⟫_ℂ).re = ‖A x‖ ^ 2 := by
  have e : ⟪x, (B * A) x⟫_ℂ = ⟪A x, A x⟫_ℂ := (h.symm x (A x)).symm
  rw [e]
  exact inner_self_eq_norm_sq (𝕜 := ℂ) (A x)

/-- If `A A† A = A`, then `|⟨x, A x⟩|² ≤ Re⟨x, A A† x⟩ Re⟨x, A† A x⟩`. -/
theorem partial_isometry_bound {A B : Module.End ℂ V} (h : IsAdj A B) (hA : A * B * A = A)
    (x : V) :
    ‖⟪x, A x⟫_ℂ‖ ^ 2 ≤ (⟪x, (A * B) x⟫_ℂ).re * (⟪x, (B * A) x⟫_ℂ).re := by
  have hA' : ∀ y, A (B (A y)) = A y := fun y => LinearMap.congr_fun hA y
  -- the bra may be replaced by its projection `A A† x`
  have key : ∀ y, ⟪A (B x), A y⟫_ℂ = ⟪x, A y⟫_ℂ := fun y =>
    calc ⟪A (B x), A y⟫_ℂ = ⟪x, A (B (A y))⟫_ℂ := (h.symm _ _).trans (h _ _)
      _ = ⟪x, A y⟫_ℂ := by rw [hA']
  have h1 : (⟪x, (A * B) x⟫_ℂ).re = ‖A (B x)‖ ^ 2 := by
    have e : ⟪x, (A * B) x⟫_ℂ = ⟪A (B x), A (B x)⟫_ℂ := (key (B x)).symm
    rw [e]
    exact inner_self_eq_norm_sq (𝕜 := ℂ) _
  -- Cauchy-Schwarz
  rw [h1, expect_adj_mul h, ← key x, ← mul_pow]
  exact pow_le_pow_left₀ (norm_nonneg _) (norm_inner_le_norm _ _) 2

/-- For a hard-core pair, `P P† = 1 - Q`. -/
theorem ann_mul_cre (p : HardCorePair V) : p.ann * p.cre = 1 - occ p := by
  unfold occ
  rw [← p.anticomm]
  abel

/-- For a hard-core pair, `P†² = 0`, `P† P P† = P†` and `P P† P = P`. -/
theorem level_algebra (p : HardCorePair V) :
    p.cre * p.cre = 0 ∧ p.cre * p.ann * p.cre = p.cre ∧ p.ann * p.cre * p.ann = p.ann := by
  have h0 : p.cre * p.cre = 0 := by
    refine LinearMap.ext fun x => ext_inner_right ℂ fun v => ?_
    have e : p.ann (p.ann v) = 0 := LinearMap.congr_fun p.ann_sq v
    calc ⟪p.cre (p.cre x), v⟫_ℂ = ⟪x, p.ann (p.ann v)⟫_ℂ := (p.adj _ _).trans (p.adj _ _)
      _ = ⟪(0 : Module.End ℂ V) x, v⟫_ℂ := by simp [e]
  refine ⟨h0, ?_, ?_⟩
  · rw [mul_assoc, ann_mul_cre, occ, mul_sub, mul_one, ← mul_assoc, h0, zero_mul, sub_zero]
  · rw [ann_mul_cre, occ, sub_mul, one_mul, mul_assoc, p.ann_sq, mul_zero, sub_zero]

/-- For commuting levels, `P_p†` and `P_p` also commute with `P_q†`. -/
theorem commute_cre {p q : HardCorePair V} (h : Commuting p q) :
    Commute p.cre q.cre ∧ Commute p.ann q.cre := by
  constructor
  · refine LinearMap.ext fun x => ext_inner_right ℂ fun v => ?_
    have e : p.ann (q.ann v) = q.ann (p.ann v) := LinearMap.congr_fun h.1.eq v
    calc ⟪p.cre (q.cre x), v⟫_ℂ = ⟪x, q.ann (p.ann v)⟫_ℂ := (p.adj _ _).trans (q.adj _ _)
      _ = ⟪x, p.ann (q.ann v)⟫_ℂ := by rw [e]
      _ = ⟪q.cre (p.cre x), v⟫_ℂ := ((q.adj _ _).trans (p.adj _ _)).symm
  · refine LinearMap.ext fun x => ext_inner_right ℂ fun v => ?_
    have e : p.cre (q.ann v) = q.ann (p.cre v) := LinearMap.congr_fun h.2.eq v
    calc ⟪p.ann (q.cre x), v⟫_ℂ
        = ⟪x, q.ann (p.cre v)⟫_ℂ := (p.adj.symm _ _).trans (q.adj _ _)
      _ = ⟪x, p.cre (q.ann v)⟫_ℂ := by rw [e]
      _ = ⟪q.cre (p.ann x), v⟫_ℂ := ((q.adj _ _).trans (p.adj.symm _ _)).symm

/-- For commuting levels the hop `A = P_p† P_q` has adjoint `P_q† P_p` and obeys
`A A† = Q_p (1 - Q_q)`, `A† A = Q_q (1 - Q_p)` and `A A† A = A`. -/
theorem hop_algebra {p q : HardCorePair V} (h : Commuting p q) :
    IsAdj (hop p q) (hop q p) ∧ hop p q * hop q p = occ p * (1 - occ q) ∧
      hop q p * hop p q = occ q * (1 - occ p) ∧ hop p q * hop q p * hop p q = hop p q := by
  obtain ⟨hcd, had⟩ := commute_cre h
  have e1 : hop p q * hop q p = p.cre * p.ann * (q.ann * q.cre) :=
    calc hop p q * hop q p = p.cre * (q.ann * q.cre * p.ann) := by simp only [hop, mul_assoc]
      _ = _ := by rw [← (h.1.mul_right had).eq, ← mul_assoc]
  have e2 : hop q p * hop p q = q.cre * q.ann * (p.ann * p.cre) :=
    calc hop q p * hop p q = q.cre * (p.ann * p.cre * q.ann) := by simp only [hop, mul_assoc]
      _ = _ := by rw [(h.1.mul_left h.2).eq, ← mul_assoc]
  refine ⟨fun x y => ?_, ?_, ?_, ?_⟩
  · show ⟪q.cre (p.ann x), y⟫_ℂ = ⟪x, p.cre (q.ann y)⟫_ℂ
    exact (q.adj _ _).trans (p.adj.symm _ _)
  · rw [e1, ann_mul_cre]; rfl
  · rw [e2, ann_mul_cre]; rfl
  · calc hop p q * hop q p * hop p q
        = p.cre * p.ann * (q.ann * q.cre * p.cre) * q.ann := by
          rw [e1]; simp only [hop, mul_assoc]
      _ = (p.cre * p.ann * p.cre) * (q.ann * q.cre * q.ann) := by
          rw [← (h.2.mul_right hcd).eq]; simp only [mul_assoc]
      _ = hop p q := by rw [(level_algebra p).2.1, (level_algebra q).2.2]; rfl

/-- Pair-density-matrix bound: for commuting hard-core pair levels and every state `x`,
`|⟨x, P_p† P_q x⟩|² ≤ Re⟨x, Q_p (1 - Q_q) x⟩ Re⟨x, Q_q (1 - Q_p) x⟩`. -/
theorem pair_density_bound {p q : HardCorePair V} (h : Commuting p q) (x : V) :
    ‖⟪x, hop p q x⟫_ℂ‖ ^ 2 ≤
      (⟪x, (occ p * (1 - occ q)) x⟫_ℂ).re * (⟪x, (occ q * (1 - occ p)) x⟫_ℂ).re := by
  obtain ⟨h0, h1, h2, h3⟩ := hop_algebra h
  rw [← h1, ← h2]
  exact partial_isometry_bound h0 h3 x

/-- For commuting hard-core pair levels, `|⟨x, P_p† P_q x⟩| ≤ ‖x‖² / 2` in every state. -/
theorem pair_density_le_half {p q : HardCorePair V} (h : Commuting p q) (x : V) :
    ‖⟪x, hop p q x⟫_ℂ‖ ≤ ‖x‖ ^ 2 / 2 := by
  obtain ⟨h0, h1, h2, -⟩ := hop_algebra h
  obtain ⟨hcd, had⟩ := commute_cre h
  have hQ : occ p * occ q = occ q * occ p :=
    ((hcd.mul_right h.2).mul_left (had.mul_right h.1)).eq
  have e3 : p.cre * q.cre * (q.ann * p.ann) = occ p * occ q :=
    calc _ = p.cre * (q.cre * q.ann * p.ann) := by simp only [mul_assoc]
      _ = _ := by rw [← (had.mul_right h.1).eq, ← mul_assoc]; rfl
  have e4 : p.ann * q.ann * (q.cre * p.cre) = (1 - occ p) * (1 - occ q) :=
    calc _ = p.ann * (q.ann * q.cre * p.cre) := by simp only [mul_assoc]
      _ = _ := by rw [← (h.2.mul_right hcd).eq, ← mul_assoc, ann_mul_cre, ann_mul_cre]
  have a3 : IsAdj (q.ann * p.ann) (p.cre * q.cre) := fun u v => by
    show ⟪p.cre (q.cre u), v⟫_ℂ = ⟪u, q.ann (p.ann v)⟫_ℂ
    exact (p.adj _ _).trans (q.adj _ _)
  have a4 : IsAdj (q.cre * p.cre) (p.ann * q.ann) := fun u v => by
    show ⟪p.ann (q.ann u), v⟫_ℂ = ⟪u, q.cre (p.cre v)⟫_ℂ
    exact (p.adj.symm _ _).trans (q.adj.symm _ _)
  -- the four joint occupation operators resolve the identity
  have hsum : hop p q * hop q p + hop q p * hop p q + p.cre * q.cre * (q.ann * p.ann)
      + p.ann * q.ann * (q.cre * p.cre) = 1 := by
    rw [h1, h2, e3, e4]
    simp only [mul_sub, sub_mul, mul_one, one_mul, hQ]
    abel
  have hs := congrArg (fun T : Module.End ℂ V => (⟪x, T x⟫_ℂ).re) hsum
  simp only [LinearMap.add_apply, inner_add_right, Complex.add_re, Module.End.one_apply] at hs
  have hx : (⟪x, x⟫_ℂ).re = ‖x‖ ^ 2 := inner_self_eq_norm_sq (𝕜 := ℂ) x
  have hb := pair_density_bound h x
  rw [← h1, ← h2, expect_adj_mul h0.symm, expect_adj_mul h0] at hb
  rw [expect_adj_mul h0.symm, expect_adj_mul h0, expect_adj_mul a3, expect_adj_mul a4, hx] at hs
  have hle : ‖hop q p x‖ ^ 2 + ‖hop p q x‖ ^ 2 ≤ ‖x‖ ^ 2 := by
    linarith [sq_nonneg ‖(q.ann * p.ann) x‖, sq_nonneg ‖(q.cre * p.cre) x‖]
  have hsq := mul_self_le_mul_self (by positivity) hle
  refine (sq_le_sq₀ (norm_nonneg _) (by positivity)).mp ?_
  nlinarith [sq_nonneg (‖hop q p x‖ ^ 2 - ‖hop p q x‖ ^ 2)]

/-- The space `ℂ⁴` with basis `|00⟩, |10⟩, |01⟩, |11⟩` of pair occupations of two levels. -/
abbrev TwoLevel := EuclideanSpace ℂ (Fin 4)

/-- The operator on `ℂ⁴` given by a `4 × 4` matrix. -/
def op (M : Matrix (Fin 4) (Fin 4) ℂ) : Module.End ℂ TwoLevel where
  toFun x := WithLp.toLp 2 fun i => M i 0 * x 0 + M i 1 * x 1 + M i 2 * x 2 + M i 3 * x 3
  map_add' x y := by ext i; simp; ring
  map_smul' c x := by ext i; simp; ring

/-- The first pair level of the two-level model. -/
def levelA : HardCorePair TwoLevel where
  ann := op !![0, 1, 0, 0; 0, 0, 0, 0; 0, 0, 0, 1; 0, 0, 0, 0]
  cre := op !![0, 0, 0, 0; 1, 0, 0, 0; 0, 0, 0, 0; 0, 0, 1, 0]
  adj x y := by simp [op, PiLp.inner_apply, Fin.sum_univ_four]
  ann_sq := LinearMap.ext fun x => by ext i; fin_cases i <;> simp [op]
  anticomm := LinearMap.ext fun x => by ext i; fin_cases i <;> simp [op]

/-- The second pair level of the two-level model. -/
def levelB : HardCorePair TwoLevel where
  ann := op !![0, 0, 1, 0; 0, 0, 0, 1; 0, 0, 0, 0; 0, 0, 0, 0]
  cre := op !![0, 0, 0, 0; 0, 0, 0, 0; 1, 0, 0, 0; 0, 1, 0, 0]
  adj x y := by simp [op, PiLp.inner_apply, Fin.sum_univ_four]
  ann_sq := LinearMap.ext fun x => by ext i; fin_cases i <;> simp [op]
  anticomm := LinearMap.ext fun x => by ext i; fin_cases i <;> simp [op]

/-- The two levels on `ℂ⁴` commute, their pair-density element is `conj(x₁) x₂`, and the
pair-density-matrix bound is an equality in every state. -/
theorem pair_density_bound_witness :
    Commuting levelA levelB ∧ ∀ x : TwoLevel,
      ⟪x, hop levelA levelB x⟫_ℂ = conj (x 1) * x 2 ∧
      ‖⟪x, hop levelA levelB x⟫_ℂ‖ ^ 2 =
        (⟪x, (occ levelA * (1 - occ levelB)) x⟫_ℂ).re *
          (⟪x, (occ levelB * (1 - occ levelA)) x⟫_ℂ).re := by
  refine ⟨⟨LinearMap.ext fun x => ?_, LinearMap.ext fun x => ?_⟩, fun x => ?_⟩
  · ext i; fin_cases i <;> simp [levelA, levelB, op]
  · ext i; fin_cases i <;> simp [levelA, levelB, op]
  have h1 : ⟪x, hop levelA levelB x⟫_ℂ = conj (x 1) * x 2 := by
    simp [hop, levelA, levelB, op, PiLp.inner_apply, Fin.sum_univ_four]
    ring
  have h2 : ⟪x, (occ levelA * (1 - occ levelB)) x⟫_ℂ = conj (x 1) * x 1 := by
    simp [occ, levelA, levelB, op, PiLp.inner_apply, Fin.sum_univ_four]
    ring
  have h3 : ⟪x, (occ levelB * (1 - occ levelA)) x⟫_ℂ = conj (x 2) * x 2 := by
    simp [occ, levelA, levelB, op, PiLp.inner_apply, Fin.sum_univ_four]
    ring
  refine ⟨h1, ?_⟩
  rw [h1, h2, h3, Complex.sq_norm, Complex.normSq_apply]
  simp only [Complex.mul_re, Complex.mul_im, Complex.conj_re, Complex.conj_im]
  ring

end

end PairDensityBound
```

```lean
#print axioms PairDensityBound.pair_density_bound
-- 'PairDensityBound.pair_density_bound' depends on axioms: [propext, Classical.choice, Quot.sound]
#print axioms PairDensityBound.pair_density_le_half
-- 'PairDensityBound.pair_density_le_half' depends on axioms: [propext, Classical.choice, Quot.sound]
```

## What the theorems state

`HardCorePair V` packs P (`ann`), P† (`cre`) and the three relations, `occ p` is Q_p, `hop p q` is P_p†P_q, and `Commuting p q` is the two assumed commutators. Operators are elements of `Module.End ℂ V`, linear maps defined on all of V, and `IsAdj A B` is the relation B = A†, so neither finite dimension nor completeness is required. The inner product is conjugate-linear in its first slot, as in Dirac notation.

`pair_density_bound` is the inequality for every x, normalised or not, with `.re` on the two right-hand expectations, and `pair_density_le_half` is the corollary. `pair_density_bound_witness` builds two commuting levels on ℂ⁴, where x₀, x₁, x₂, x₃ multiply |00⟩, |10⟩, |01⟩, |11⟩ and the first digit belongs to `levelA`. There the matrix element is conj(x₁)x₂, and the main bound is an equality in every state. Substituting (|10⟩ + |01⟩)/√2 gives the value 1/2.

For seniority-zero wavefunctions the inequality is a necessary condition linking each pair-transfer element of the two-electron density matrix to ⟨Q_p⟩, ⟨Q_q⟩ and ⟨Q_pQ_q⟩, one pair of distinct levels at a time. The Lean statement concerns a single state vector x; the inequality carries over to ensembles by one more use of Cauchy–Schwarz on the weighted sum, which is not formalised here.

## How the lemmas follow the derivation

`ann_mul_cre` and `level_algebra` are the one-level identities. In `level_algebra` and in `commute_cre`, `ext_inner_right` proves an operator identity by testing against an arbitrary v. `hop_algebra` gives A† and the three products, with `mul_right` and `mul_left` carrying one level's operator past a product of the other's. In `partial_isometry_bound`, `key` is the replacement of the bra, `h1` is the case y = A†x, `expect_adj_mul` supplies ‖Ax‖², and `norm_inner_le_norm` is Cauchy–Schwarz. The main theorem rewrites with `hop_algebra` and applies this lemma. In the corollary `hsum` is the resolution of the identity, `hle` is a + b ≤ ‖x‖², and `nlinarith` closes with (a − b)² ≥ 0. The witness expands the matrices by components.

## Failure without [P_p†, P_q] = 0

The following example is not in the Lean file. Take V = ℂ² with basis |0⟩, |1⟩, let P|1⟩ = |0⟩ and P|0⟩ = 0, and use this level as both p and q. The single-level relations and [P_p, P_q] = 0 hold, but [P†, P] = 2Q − 1 ≠ 0. The hop is then Q, and Q(1−Q) = 0. At x = |1⟩ the inequality would read 1 ≤ 0, and the corollary 1 ≤ 1/2. The theorems carry no hypothesis p ≠ q, and it is this commutator that excludes the example.
